# The energy variance of a unit state is at most (b − E)(E − a) for a finite-dimensional Hermitian H with extreme eigenvalues a and b

An upper bound on the energy variance gives a number of samples $N$ that is sufficient for a variational Monte Carlo run that draws the elements $x$ of a finite orthonormal basis with probability $|\psi(x)|^2$. Here $\psi$ is a normalized trial state of energy $E$, and $H$ is a Hermitian matrix in this basis. For independent samples the standard error of the mean energy is $\sqrt{\sigma^2/N}$, where $\sigma^2$ is the variance of the local energy $E_L(x)=(H\psi)(x)/\psi(x)$, taken as the mean of $|E_L-E|^2$; averaging only the real part of $E_L$ gives an error no larger. This variance is at most $\|(H-E)\psi\|^2$, and equals it when $\psi$ has no zeros in the sampled basis. If the spectrum of $H$ lies between $a$ and $b$, then $N\ge (b-E)(E-a)/\varepsilon^2$ samples suffice for a standard error $\varepsilon$, whatever the trial state. When $E$ is not yet known, $N\ge (b-a)^2/(4\varepsilon^2)$ will do. Both estimates rest on the bounds on $\|(H-E)\psi\|^2$ derived here; the sampling itself is not modelled.

## Energy, variance and levels

The states are vectors in a complex inner product space $V$. The inner product $\langle x,y\rangle$, written `inner ℂ x y`, is conjugate-linear in its first argument.

In Lean 4 with Mathlib:

```lean
import Mathlib

open Module

namespace LargestEnergyVariance

noncomputable section

variable {V : Type*} [NormedAddCommGroup V] [InnerProductSpace ℂ V]
```

The energy of a unit vector is $E=\mathrm{Re}\,\langle\psi,H\psi\rangle$. For Hermitian $H$ the expectation value is already real, so taking the real part only makes `energy` a real number.

```lean
/-- The real part of `⟨ψ, H ψ⟩`; for Hermitian `H` and normalized `ψ` this is the energy expectation
value. -/
def energy (H : V →ₗ[ℂ] V) (ψ : V) : ℝ := (inner ℂ ψ (H ψ)).re
```

The variance is the squared length of the residual, $\|(H-E)\psi\|^2$. For a unit vector and Hermitian $H$ it equals $\langle H^2\rangle-\langle H\rangle^2$.

```lean
/-- The energy variance: the squared norm of the residual `(H - E) ψ`, with `E` the energy. -/
def variance (H : V →ₗ[ℂ] V) (ψ : V) : ℝ := ‖H ψ - (energy H ψ : ℂ) • ψ‖ ^ 2
```

The real eigenvalues of $H$ form a set, `levels H`. The smallest and largest eigenvalues will enter as the least element $a$ and the greatest element $b$ of this set.

```lean
/-- The set of real eigenvalues of `H`. -/
def levels (H : V →ₗ[ℂ] V) : Set ℝ := {x | End.HasEigenvalue H (x : ℂ)}
```

## The variance as a bound minus an overlap

Let $\|\psi\|=1$. Expanding the residual gives

$$\|(H-E)\psi\|^2=\|H\psi\|^2-2E^2+E^2=\|H\psi\|^2-E^2 .$$

For any real $a$ and $b$, expanding a second product gives

$$\mathrm{Re}\,\langle(b-H)\psi,(H-a)\psi\rangle=bE-ab-\|H\psi\|^2+aE .$$

Since $(b-E)(E-a)=bE-ab-E^2+aE$, subtraction yields

$$\|(H-E)\psi\|^2=(b-E)(E-a)-\mathrm{Re}\,\langle(b-H)\psi,(H-a)\psi\rangle .$$

Only real parts occur, so this identity does not need $H$ to be Hermitian. In the proof, `simp only` expands the inner products and `ring` compares the two sides.

```lean
/-- The variance of a unit state is `(b - E) (E - a)` minus the real part of the overlap of `(b - H)
ψ` with `(H - a) ψ`. -/
theorem variance_identity (H : V →ₗ[ℂ] V) (a b : ℝ) {ψ : V} (hψ : ‖ψ‖ = 1) :
    variance H ψ = (b - energy H ψ) * (energy H ψ - a)
      - (inner ℂ ((b : ℂ) • ψ - H ψ) (H ψ - (a : ℂ) • ψ)).re := by
  have h1 : (inner ℂ ψ ψ).re = 1 := by
    have h : (inner ℂ ψ ψ).re = ‖ψ‖ ^ 2 := inner_self_eq_norm_sq (𝕜 := ℂ) ψ
    rw [h, hψ, one_pow]
  have h2 : (inner ℂ ψ (H ψ)).re = energy H ψ := rfl
  have h3 : (inner ℂ (H ψ) ψ).re = energy H ψ := inner_re_symm (𝕜 := ℂ) (H ψ) ψ
  have hv : variance H ψ = (inner ℂ (H ψ - (energy H ψ : ℂ) • ψ)
      (H ψ - (energy H ψ : ℂ) • ψ)).re := (inner_self_eq_norm_sq (𝕜 := ℂ) _).symm
  rw [hv]
  simp only [inner_sub_left, inner_sub_right, inner_smul_left, inner_smul_right,
    Complex.conj_ofReal, Complex.sub_re, Complex.re_ofReal_mul, h1, h2, h3]
  ring
```

## Orthogonality of the two edges

Suppose $H\varphi=a\varphi$ and $H\chi=b\chi$. Hermiticity, `H.IsSymmetric`, says that $\langle H\varphi,\chi\rangle=\langle\varphi,H\chi\rangle$. Hence $a\langle\varphi,\chi\rangle=b\langle\varphi,\chi\rangle$, or

$$(b-a)\langle\varphi,\chi\rangle=0 .$$

Keeping the factor $b-a$ lets the statement include $a=b$, where the two vectors need not be orthogonal.

```lean
/-- For Hermitian `H`, the overlap of eigenvectors at `a` and `b`, multiplied by `b - a`, is zero.
-/
theorem level_gap_mul_overlap {H : V →ₗ[ℂ] V} (hH : H.IsSymmetric) {a b : ℝ} {φ χ : V}
    (hφ : H φ = (a : ℂ) • φ) (hχ : H χ = (b : ℂ) • χ) :
    ((b : ℂ) - a) * inner ℂ φ χ = 0 := by
  have h := hH φ χ
  rw [hφ, hχ, inner_smul_left, inner_smul_right, Complex.conj_ofReal] at h
  linear_combination -h
```

## The overlap as a sum over levels

From here on $V$ is finite-dimensional. Take an orthonormal eigenbasis $u_i$ with $Hu_i=e_iu_i$, and let $c_i=\langle u_i,\psi\rangle$. Hermiticity gives $\langle u_i,H\psi\rangle=e_ic_i$ and $\langle H\psi,u_i\rangle=e_i\overline{c_i}$. Inserting the resolution of the identity between the two factors of the overlap,

$$\langle(b-H)\psi,(H-a)\psi\rangle=\sum_i(b-e_i)\overline{c_i}\,(e_i-a)c_i=\sum_i(b-e_i)(e_i-a)|c_i|^2 .$$

In the code, `hH.eigenvectorBasis rfl i` is $u_i$ and `hH.eigenvalues rfl i` is $e_i$. The step `h4` evaluates one term of the sum.

```lean
variable [FiniteDimensional ℂ V]

/-- In an eigenbasis of a Hermitian `H`, the real part of the overlap of `(b - H) ψ` with `(H - a)
ψ` is the sum of `(b - e) (e - a)` over the eigenvalues `e`, weighted by the populations of `ψ`. -/
theorem overlap_eq_sum {H : V →ₗ[ℂ] V} (hH : H.IsSymmetric) (a b : ℝ) (ψ : V) :
    (inner ℂ ((b : ℂ) • ψ - H ψ) (H ψ - (a : ℂ) • ψ)).re =
      ∑ i : Fin (finrank ℂ V), (b - hH.eigenvalues rfl i) * (hH.eigenvalues rfl i - a) *
        ‖inner ℂ (hH.eigenvectorBasis rfl i) ψ‖ ^ 2 := by
  rw [← (hH.eigenvectorBasis rfl).sum_inner_mul_inner, Complex.re_sum]
  refine Finset.sum_congr rfl fun i _ => ?_
  have hB : H (hH.eigenvectorBasis rfl i) =
      ((hH.eigenvalues rfl i : ℝ) : ℂ) • hH.eigenvectorBasis rfl i :=
    hH.apply_eigenvectorBasis rfl i
  generalize hH.eigenvectorBasis rfl i = u at hB ⊢
  generalize hH.eigenvalues rfl i = e at hB ⊢
  have h1 : inner ℂ u (H ψ) = (e : ℂ) * inner ℂ u ψ := by
    rw [← hH u ψ, hB, inner_smul_left, Complex.conj_ofReal]
  have h2 : inner ℂ (H ψ) u = (e : ℂ) * inner ℂ ψ u := by
    rw [hH ψ u, hB, inner_smul_right]
  have h3 : inner ℂ ψ u * inner ℂ u ψ = ((‖inner ℂ u ψ‖ : ℝ) : ℂ) ^ 2 := by
    rw [← inner_conj_symm ψ u]
    exact Complex.conj_mul' _
  have h4 : inner ℂ ((b : ℂ) • ψ - H ψ) u * inner ℂ u (H ψ - (a : ℂ) • ψ) =
      (((b - e) * (e - a) * ‖inner ℂ u ψ‖ ^ 2 : ℝ) : ℂ) := by
    rw [inner_sub_left, inner_sub_right, inner_smul_left, inner_smul_right, h1, h2,
      Complex.conj_ofReal]
    push_cast
    linear_combination ((b : ℂ) - e) * (e - a) * h3
  rw [h4, Complex.ofReal_re]
```

## The bound and the states that reach it

Now let $a$ and $b$ be the smallest and largest eigenvalues. Every $e_i$ satisfies $a\le e_i\le b$, so every term of the sum is nonnegative, and

$$\|(H-E)\psi\|^2\le(b-E)(E-a).$$

If equality holds, the sum vanishes, and therefore each term does:

$$(b-e_i)(e_i-a)|c_i|^2=0\quad\text{for every } i .$$

Each $i$ thus has $e_i=a$, $e_i=b$ or $c_i=0$. Splitting the expansion of $\psi$ gives

$$\psi=\varphi+\chi,\qquad \varphi=\sum_{e_i=a}c_iu_i,\qquad \chi=\sum_{e_i\ne a}c_iu_i .$$

The first sum lies in the $a$-eigenspace. In the second, only terms with $e_i=b$ survive, so it lies in the $b$-eigenspace.

Conversely, if $\psi=\varphi+\chi$ with $\varphi$ and $\chi$ in these eigenspaces, then $(b-H)\psi=(b-a)\varphi$ and $(H-a)\psi=(b-a)\chi$. Their overlap is $(b-a)^2\langle\varphi,\chi\rangle=0$, and the identity for the variance becomes an equality.

The theorem `variance_le_and_eq_iff` states both parts for a unit vector `ψ`. The hypotheses `IsLeast (levels H) a` and `IsGreatest (levels H) b` say that $a$ and $b$ are themselves eigenvalues and enclose all the others. Either of $\varphi$ and $\chi$ may be zero, and the eigenspaces may be degenerate. In the proof, `hnn` records the nonnegative terms, `hz` their vanishing at equality, and `e1` and `e2` the two factors used in the converse.

```lean
/-- For Hermitian `H` with smallest and largest eigenvalues `a` and `b`, a unit state of energy `E`
has variance at most `(b - E) (E - a)`, with equality exactly when the state is a sum of a vector
in the `a`-eigenspace and one in the `b`-eigenspace. -/
theorem variance_le_and_eq_iff {H : V →ₗ[ℂ] V} (hH : H.IsSymmetric) {a b : ℝ}
    (ha : IsLeast (levels H) a) (hb : IsGreatest (levels H) b) {ψ : V} (hψ : ‖ψ‖ = 1) :
    variance H ψ ≤ (b - energy H ψ) * (energy H ψ - a) ∧
    (variance H ψ = (b - energy H ψ) * (energy H ψ - a) ↔
      ∃ φ ∈ End.eigenspace H (a : ℂ), ∃ χ ∈ End.eigenspace H (b : ℂ), ψ = φ + χ) := by
  have hid := variance_identity H a b hψ
  have hsum := overlap_eq_sum hH a b ψ
  have hB : ∀ i, H (hH.eigenvectorBasis rfl i) =
      ((hH.eigenvalues rfl i : ℝ) : ℂ) • hH.eigenvectorBasis rfl i :=
    fun i => hH.apply_eigenvectorBasis rfl i
  have hmem : ∀ i, hH.eigenvalues rfl i ∈ levels H := fun i =>
    End.hasEigenvalue_of_hasEigenvector
      ⟨End.mem_eigenspace_iff.2 (hB i), (hH.eigenvectorBasis rfl).orthonormal.ne_zero i⟩
  -- every term of the spectral sum is nonnegative
  have hnn : ∀ i ∈ (Finset.univ : Finset (Fin (finrank ℂ V))),
      0 ≤ (b - hH.eigenvalues rfl i) * (hH.eigenvalues rfl i - a) *
        ‖inner ℂ (hH.eigenvectorBasis rfl i) ψ‖ ^ 2 := fun i _ =>
    mul_nonneg (mul_nonneg (sub_nonneg.2 (hb.2 (hmem i))) (sub_nonneg.2 (ha.2 (hmem i))))
      (sq_nonneg _)
  have hpos := Finset.sum_nonneg hnn
  refine ⟨by linarith, fun heq => ?_, ?_⟩
  · -- at equality only components at the two edges survive
    have hz := (Finset.sum_eq_zero_iff_of_nonneg hnn).1 (by linarith)
    refine ⟨∑ i with hH.eigenvalues rfl i = a,
        inner ℂ (hH.eigenvectorBasis rfl i) ψ • hH.eigenvectorBasis rfl i, ?_,
      ∑ i with ¬ hH.eigenvalues rfl i = a,
        inner ℂ (hH.eigenvectorBasis rfl i) ψ • hH.eigenvectorBasis rfl i, ?_, ?_⟩
    · refine Submodule.sum_mem _ fun i hi => Submodule.smul_mem _ _ ?_
      rw [End.mem_eigenspace_iff, hB i, (Finset.mem_filter.1 hi).2]
    · refine Submodule.sum_mem _ fun i hi => ?_
      have hne := (Finset.mem_filter.1 hi).2
      rcases mul_eq_zero.1 (hz i (Finset.mem_univ i)) with h | h
      · have hbi : hH.eigenvalues rfl i = b := by
          rcases mul_eq_zero.1 h with h | h
          · linarith
          · exact absurd (sub_eq_zero.1 h) hne
        refine Submodule.smul_mem _ _ ?_
        rw [End.mem_eigenspace_iff, hB i, hbi]
      · rw [norm_eq_zero.1 (pow_eq_zero_iff two_ne_zero |>.1 h), zero_smul]
        exact Submodule.zero_mem _
    · rw [Finset.sum_filter_add_sum_filter_not]
      exact ((hH.eigenvectorBasis rfl).sum_repr' ψ).symm
  · rintro ⟨φ, hφ, χ, hχ, rfl⟩
    rw [End.mem_eigenspace_iff] at hφ hχ
    -- the two factors are `b - a` times φ and `b - a` times χ, so their overlap vanishes
    have e1 : (b : ℂ) • (φ + χ) - H (φ + χ) = ((b - a : ℝ) : ℂ) • φ := by
      rw [map_add, hφ, hχ]; push_cast; module
    have e2 : H (φ + χ) - (a : ℂ) • (φ + χ) = ((b - a : ℝ) : ℂ) • χ := by
      rw [map_add, hφ, hχ]; push_cast; module
    have h0 := level_gap_mul_overlap hH hφ hχ
    rw [e1, e2, inner_smul_left, inner_smul_right, Complex.conj_ofReal, Complex.ofReal_sub,
      h0, mul_zero, Complex.zero_re, sub_zero] at hid
    exact hid
```

Hermiticity is essential. On $\mathbb C^2$ take

$$H=\begin{pmatrix}0&1\\0&0\end{pmatrix},\qquad \psi=\begin{pmatrix}0\\1\end{pmatrix}.$$

The only eigenvalue is $0$, so $a=b=0$. The energy of $\psi$ is $0$ and the proposed bound is $0$, but $\|H\psi\|^2=1$.

The smallest cases are also instructive. In one dimension $a=b=E$ and the variance is zero. For a Hermitian $H$ in two dimensions every state is a sum of edge eigenvectors, so the variance of a two-level system is always $(b-E)(E-a)$: the energy alone fixes it.

## A state at every energy between the edges

To show that the bound is attained, we need unit eigenvectors. Any eigenvector $v\ne0$ supplies one, namely $v/\|v\|$.

```lean
omit [FiniteDimensional ℂ V] in
/-- Every real eigenvalue of `H` has a normalized eigenvector. -/
theorem exists_unit_eigenvector {H : V →ₗ[ℂ] V} {x : ℝ} (hx : x ∈ levels H) :
    ∃ u : V, ‖u‖ = 1 ∧ H u = (x : ℂ) • u := by
  obtain ⟨v, hv⟩ := End.HasEigenvalue.exists_hasEigenvector hx
  refine ⟨((‖v‖⁻¹ : ℝ) : ℂ) • v, ?_, ?_⟩
  · rw [norm_smul, Complex.norm_real, norm_inv, norm_norm,
      inv_mul_cancel₀ (norm_ne_zero_iff.2 hv.2)]
  · rw [map_smul, End.mem_eigenspace_iff.1 hv.1, smul_comm]
```

Let $a\le E\le b$, and let $u$ and $v$ now denote unit eigenvectors at $a$ and $b$. If $a<b$, they are orthogonal. Set

$$\psi=pu+qv,\qquad p^2=\frac{b-E}{b-a},\qquad q^2=\frac{E-a}{b-a}.$$

Then $\|\psi\|^2=p^2+q^2=1$, and the energy is

$$p^2a+q^2b=\frac{a(b-E)+b(E-a)}{b-a}=E .$$

This state is a sum of edge eigenvectors, so its variance is exactly $(b-E)(E-a)$. If $a=b$, then $E=a$ and $\psi=u$ serves.

The proof first uses `suffices` to reduce the task to finding a normalized edge superposition of the right energy; the equality condition then supplies the variance. The auxiliary statement `key` computes the inner product of two real combinations of $u$ and $v$, which gives both the norm and the energy.

```lean
/-- For Hermitian `H` with smallest and largest eigenvalues `a` and `b`, and every `E` with `a ≤ E ≤
b`, some unit state of energy `E` has variance exactly `(b - E) (E - a)`. -/
theorem exists_variance_eq {H : V →ₗ[ℂ] V} (hH : H.IsSymmetric) {a b E : ℝ}
    (ha : IsLeast (levels H) a) (hb : IsGreatest (levels H) b) (haE : a ≤ E) (hEb : E ≤ b) :
    ∃ ψ : V, ‖ψ‖ = 1 ∧ energy H ψ = E ∧ variance H ψ = (b - E) * (E - a) := by
  obtain ⟨u, hu, hHu⟩ := exists_unit_eigenvector ha.1
  obtain ⟨v, hv, hHv⟩ := exists_unit_eigenvector hb.1
  have huu : inner ℂ u u = (1 : ℂ) := by rw [inner_self_eq_norm_sq_to_K, hu]; simp
  have hvv : inner ℂ v v = (1 : ℂ) := by rw [inner_self_eq_norm_sq_to_K, hv]; simp
  -- it suffices to find a normalized superposition with the right energy
  suffices h : ∃ ψ : V, ‖ψ‖ = 1 ∧ energy H ψ = E ∧
      ∃ φ ∈ End.eigenspace H (a : ℂ), ∃ χ ∈ End.eigenspace H (b : ℂ), ψ = φ + χ by
    obtain ⟨ψ, h1, h2, h3⟩ := h
    have h4 := (variance_le_and_eq_iff hH ha hb h1).2.2 h3
    rw [h2] at h4
    exact ⟨ψ, h1, h2, h4⟩
  rcases (haE.trans hEb).eq_or_lt with hab | hab
  · refine ⟨u, hu, ?_, u, End.mem_eigenspace_iff.2 hHu, 0, Submodule.zero_mem _,
      (add_zero u).symm⟩
    rw [energy, hHu, inner_smul_right, huu, mul_one, Complex.ofReal_re]
    linarith
  · have hd : 0 < b - a := sub_pos.2 hab
    have huv : inner ℂ u v = (0 : ℂ) := by
      refine (mul_eq_zero.1 (level_gap_mul_overlap hH hHu hHv)).resolve_left ?_
      exact_mod_cast hd.ne'
    have hvu : inner ℂ v u = (0 : ℂ) := by rw [← inner_conj_symm, huv, map_zero]
    obtain ⟨p, hp⟩ : ∃ p : ℝ, p ^ 2 * (b - a) = b - E :=
      ⟨√((b - E) / (b - a)), by
        rw [Real.sq_sqrt (div_nonneg (sub_nonneg.2 hEb) hd.le), div_mul_cancel₀ _ hd.ne']⟩
    obtain ⟨q, hq⟩ : ∃ q : ℝ, q ^ 2 * (b - a) = E - a :=
      ⟨√((E - a) / (b - a)), by
        rw [Real.sq_sqrt (div_nonneg (sub_nonneg.2 haE) hd.le), div_mul_cancel₀ _ hd.ne']⟩
    have hpq : p ^ 2 + q ^ 2 = 1 :=
      mul_right_cancel₀ hd.ne' (by linear_combination hp + hq)
    have key : ∀ r s : ℝ, inner ℂ ((p : ℂ) • u + (q : ℂ) • v) ((r : ℂ) • u + (s : ℂ) • v) =
        ((p * r + q * s : ℝ) : ℂ) := by
      intro r s
      simp only [inner_add_left, inner_add_right, inner_smul_left, inner_smul_right,
        Complex.conj_ofReal, huu, hvv, huv, hvu]
      push_cast
      ring
    refine ⟨(p : ℂ) • u + (q : ℂ) • v, ?_, ?_, (p : ℂ) • u,
      Submodule.smul_mem _ _ (End.mem_eigenspace_iff.2 hHu), (q : ℂ) • v,
      Submodule.smul_mem _ _ (End.mem_eigenspace_iff.2 hHv), rfl⟩
    · have h : (inner ℂ ((p : ℂ) • u + (q : ℂ) • v) ((p : ℂ) • u + (q : ℂ) • v)).re =
          ‖(p : ℂ) • u + (q : ℂ) • v‖ ^ 2 := inner_self_eq_norm_sq (𝕜 := ℂ) _
      rw [key, Complex.ofReal_re] at h
      nlinarith [norm_nonneg ((p : ℂ) • u + (q : ℂ) • v)]
    · have h : H ((p : ℂ) • u + (q : ℂ) • v) =
          ((p * a : ℝ) : ℂ) • u + ((q * b : ℝ) : ℂ) • v := by
        rw [map_add, map_smul, map_smul, hHu, hHv]; push_cast; module
      rw [energy, h, key, Complex.ofReal_re]
      linear_combination a * hpq + hq
```

## The largest variance over all states

Completing the square gives

$$(b-E)(E-a)=\left(\frac{b-a}{2}\right)^2-\left(E-\frac{a+b}{2}\right)^2\le\left(\frac{b-a}{2}\right)^2 .$$

The value on the right is reached at $E=(a+b)/2$. For $a<b$, an equal-weight superposition of unit eigenvectors at the two edges has this energy and this variance; for $a=b$ the value is zero and every unit state reaches it. In `isGreatest_variance`, the first half of the proof takes the state at this midpoint energy, and the second combines the general bound with the nonnegative square. `IsGreatest` means that the value is an upper bound on the variances of unit states and is itself one of them.

```lean
/-- For Hermitian `H` with smallest and largest eigenvalues `a` and `b`, the largest energy variance
among all unit states is the square of half the spectral width `b - a`. -/
theorem isGreatest_variance {H : V →ₗ[ℂ] V} (hH : H.IsSymmetric) {a b : ℝ}
    (ha : IsLeast (levels H) a) (hb : IsGreatest (levels H) b) :
    IsGreatest {w | ∃ ψ : V, ‖ψ‖ = 1 ∧ variance H ψ = w} (((b - a) / 2) ^ 2) := by
  have hab : a ≤ b := hb.2 ha.1
  constructor
  · obtain ⟨ψ, h1, -, h3⟩ := exists_variance_eq (E := (a + b) / 2) hH ha hb
      (by linarith) (by linarith)
    exact ⟨ψ, h1, by rw [h3]; ring⟩
  · rintro w ⟨ψ, h1, rfl⟩
    have h := (variance_le_and_eq_iff hH ha hb h1).1
    nlinarith [sq_nonneg (energy H ψ - (a + b) / 2)]

end

end LargestEnergyVariance
```

```lean
#print axioms LargestEnergyVariance.variance_le_and_eq_iff
#print axioms LargestEnergyVariance.isGreatest_variance
```

```
'LargestEnergyVariance.variance_le_and_eq_iff' depends on axioms: [propext, Classical.choice, Quot.sound]
'LargestEnergyVariance.isGreatest_variance' depends on axioms: [propext, Classical.choice, Quot.sound]
```

Near the lower edge the bound gives $\|(H-E)\psi\|^2\le(b-a)(E-a)$, so for a fixed matrix $H$ the variance of a trial state, computed with that matrix, must vanish as its energy approaches the lowest eigenvalue $a$. The estimate uses the full spectral width of the matrix. It gives no finite bound for a continuum Hamiltonian whose spectrum is unbounded above, and it can be far from the actual variance of a good trial state when $b$ is large.
